# In finite dimension, the ensemble energy error controls every eigenstate if levels and weights are strictly ordered

If two states carry equal weight in an ensemble, they can be rotated into each other without changing the ensemble energy, so a converged energy need not mean converged states. When from each state to the next the level rises and the weight falls by at least fixed positive amounts, this cannot happen: the energy error then bounds the deviation of each state from its eigenstate.

```lean
import Mathlib

open Finset Filter Topology

namespace EnsembleStateControl

noncomputable section

variable {V : Type*} [NormedAddCommGroup V] [InnerProductSpace ℂ V] {n : ℕ}
  {H : V →ₗ[ℂ] V} {E w : ℕ → ℝ} {g d : ℝ} {u : OrthonormalBasis (Fin n) ℂ V}

/-- The probability `|⟨u_j, f_i⟩|²` of finding the trial state `f_i` in the state `u_j`. -/
def overlap (u f : OrthonormalBasis (Fin n) ℂ V) (i j : Fin n) : ℝ :=
  ‖inner ℂ (u j) (f i)‖ ^ 2

/-- The ensemble energy error `∑ w_i (⟨f_i, H f_i⟩ - E_i)` of the trial states `f_i`. -/
def ensembleError (H : V →ₗ[ℂ] V) (E w : ℕ → ℝ) (f : OrthonormalBasis (Fin n) ℂ V) : ℝ :=
  ∑ i : Fin n, w i * ((inner ℂ (f i) (H (f i))).re - E i)

/-- The sum of the level spacings below level `j`, each multiplied by the mean weight of the
two levels that it separates. -/
def levelPotential (w E : ℕ → ℝ) (j : ℕ) : ℝ :=
  ∑ k ∈ range j, (w k + w (k + 1)) / 2 * (E (k + 1) - E k)

/-- If `H` has the orthonormal eigenbasis `u_j` with real levels `E_j`, the energy expectation
value in `x` is the sum of the levels weighted by `|⟨u_j, x⟩|²`. -/
theorem expectation_eq (hu : ∀ j : Fin n, H (u j) = (E j : ℂ) • u j) (x : V) :
    (inner ℂ x (H x)).re = ∑ j : Fin n, ‖inner ℂ (u j) x‖ ^ 2 * E j := by
  have h : H x = ∑ j : Fin n, inner ℂ (u j) x • ((E j : ℂ) • u j) := by
    conv_lhs => rw [← u.sum_repr' x]
    simp only [map_sum, map_smul, hu]
  rw [h, inner_sum, Complex.re_sum]
  refine sum_congr rfl fun j _ => ?_
  rw [inner_smul_right, inner_smul_right, ← inner_conj_symm x (u j)]
  generalize inner ℂ (u j) x = z
  rw [Complex.sq_norm, Complex.normSq_apply]
  simp only [Complex.mul_re, Complex.mul_im, Complex.conj_re, Complex.conj_im,
    Complex.ofReal_re, Complex.ofReal_im]
  ring

/-- The probabilities of finding one trial state in the various states `u_j` sum to one. -/
theorem overlap_row (u f : OrthonormalBasis (Fin n) ℂ V) (i : Fin n) :
    ∑ j, overlap u f i j = 1 := by
  have h := expectation_eq (H := LinearMap.id) (E := fun _ => 1) (u := u) (by simp) (f i)
  have h1 : inner ℂ (f i) (f i) = (1 : ℂ) := by
    rw [inner_self_eq_norm_sq_to_K, f.orthonormal.1 i]
    simp
  simp only [LinearMap.id_apply, h1, Complex.one_re, mul_one] at h
  exact h.symm

/-- The probabilities with which the various trial states are found in one state `u_j`
sum to one. -/
theorem overlap_col (u f : OrthonormalBasis (Fin n) ℂ V) (j : Fin n) :
    ∑ i, overlap u f i j = 1 := by
  have h : ∑ i, overlap u f i j = ∑ i, overlap f u j i :=
    sum_congr rfl fun i _ => by unfold overlap; rw [norm_inner_symm]
  rw [h, overlap_row]

/-- For an orthonormal eigenbasis with real levels, the ensemble energy error is the sum of
`w_i (E_j - E_i)` over all pairs of levels, weighted by the overlaps. -/
theorem error_eq (hu : ∀ j : Fin n, H (u j) = (E j : ℂ) • u j)
    (f : OrthonormalBasis (Fin n) ℂ V) :
    ensembleError H E w f = ∑ i, ∑ j, overlap u f i j * (w i * (E j - E i)) := by
  refine sum_congr rfl fun i _ => ?_
  have hs : ∑ j, overlap u f i j * (w i * (E j - E i))
      = w i * ∑ j, overlap u f i j * E j - w i * E i * ∑ j, overlap u f i j := by
    rw [mul_sum, mul_sum, ← sum_sub_distrib]
    exact sum_congr rfl fun j _ => by ring
  rw [hs, overlap_row, expectation_eq hu]
  unfold overlap
  ring

/-- If adjacent weights drop by at least `d`, weights `m` levels apart differ by at least
`m d`. -/
theorem weight_drop (hw : ∀ k, k + 1 < n → d ≤ w k - w (k + 1)) (i m : ℕ)
    (h : i + m < n) : m * d ≤ w i - w (i + m) := by
  induction m with
  | zero => simp
  | succ m ih =>
    have h1 := ih (by omega)
    have h2 := hw (i + m) (by omega)
    rw [← add_assoc i m 1]
    push_cast
    linarith

/-- With level gaps at least `g ≥ 0` and weight drops at least `d ≥ 0`, the cost
`w_i (E_j - E_i)` exceeds the difference of level potentials by at least `(g d / 2) (i - j)²`. -/
theorem cost_bound (hg : 0 ≤ g) (hd : 0 ≤ d) (hE : ∀ k, k + 1 < n → g ≤ E (k + 1) - E k)
    (hw : ∀ k, k + 1 < n → d ≤ w k - w (k + 1)) (i j : ℕ) (hi : i < n) (hj : j < n) :
    g * d / 2 * ((i : ℝ) - j) ^ 2
      ≤ w i * (E j - E i) - (levelPotential w E j - levelPotential w E i) := by
  have hψ : ∀ k, levelPotential w E (k + 1)
      = levelPotential w E k + (w k + w (k + 1)) / 2 * (E (k + 1) - E k) :=
    fun k => sum_range_succ _ k
  -- upward transfers, one level at a time
  have up : ∀ m i : ℕ, i + m < n → g * d / 2 * (m : ℝ) ^ 2 ≤ w i * (E (i + m) - E i)
      - (levelPotential w E (i + m) - levelPotential w E i) := by
    intro m i
    induction m with
    | zero => intro _; simp
    | succ m ih =>
      intro h
      have h0 := ih (by omega)
      have h1 : ((m : ℝ) + 1 / 2) * d ≤ w i - (w (i + m) + w (i + m + 1)) / 2 := by
        linarith [weight_drop hw i m (by omega), hw (i + m) (by omega)]
      have h3 := mul_le_mul h1 (hE (i + m) (by omega)) hg (le_trans (by positivity) h1)
      rw [← add_assoc i m 1, hψ]
      push_cast
      nlinarith [h0, h3]
  -- downward transfers
  have down : ∀ m j : ℕ, j + m < n → g * d / 2 * (m : ℝ) ^ 2 ≤ w (j + m) * (E j - E (j + m))
      - (levelPotential w E j - levelPotential w E (j + m)) := by
    intro m
    induction m with
    | zero => intro j _; simp
    | succ m ih =>
      intro j h
      have h0 := ih (j + 1) (by omega)
      have h1 : ((m : ℝ) + 1 / 2) * d ≤ (w j + w (j + 1)) / 2 - w (j + 1 + m) := by
        linarith [weight_drop hw (j + 1) m (by omega), hw j (by omega)]
      have h3 := mul_le_mul h1 (hE j (by omega)) hg (le_trans (by positivity) h1)
      have e : j + (m + 1) = j + 1 + m := by omega
      rw [hψ j] at h0
      rw [e]
      push_cast
      nlinarith [h0, h3]
  rcases le_total i j with h | h
  · obtain ⟨m, rfl⟩ := Nat.exists_eq_add_of_le h
    have e : ((i : ℝ) - ((i + m : ℕ) : ℝ)) ^ 2 = (m : ℝ) ^ 2 := by push_cast; ring
    rw [e]
    exact up m i hj
  · obtain ⟨m, rfl⟩ := Nat.exists_eq_add_of_le h
    have e : (((j + m : ℕ) : ℝ) - (j : ℝ)) ^ 2 = (m : ℝ) ^ 2 := by push_cast; ring
    rw [e]
    exact down m j hi

/-- For an orthonormal eigenbasis with level gaps at least `g ≥ 0` and weight drops at least
`d ≥ 0`, the ensemble energy error is at least `g d / 2` times the sum of the overlaps
weighted by the squared distance `(i - j)²` between the level indices. -/
theorem error_ge_spread (hu : ∀ j : Fin n, H (u j) = (E j : ℂ) • u j)
    (hg : 0 ≤ g) (hd : 0 ≤ d) (hE : ∀ k, k + 1 < n → g ≤ E (k + 1) - E k)
    (hw : ∀ k, k + 1 < n → d ≤ w k - w (k + 1)) (f : OrthonormalBasis (Fin n) ℂ V) :
    g * d / 2 * ∑ i : Fin n, ∑ j : Fin n, overlap u f i j * ((i : ℝ) - (j : ℝ)) ^ 2
      ≤ ensembleError H E w f := by
  set p := levelPotential w E with hp
  -- the potential averages out, because rows and columns sum to one
  have A : ∑ i, ∑ j : Fin n, overlap u f i j * p j = ∑ j : Fin n, p j := by
    rw [sum_comm]
    exact sum_congr rfl fun j _ => by rw [← sum_mul, overlap_col, one_mul]
  have B : ∑ i : Fin n, ∑ j, overlap u f i j * p i = ∑ i : Fin n, p i :=
    sum_congr rfl fun i _ => by rw [← sum_mul, overlap_row, one_mul]
  have hz : ∑ i : Fin n, ∑ j : Fin n, overlap u f i j * (p j - p i) = 0 := by
    simp only [mul_sub, sum_sub_distrib]
    rw [A, B, sub_self]
  have key : ∑ i : Fin n, ∑ j : Fin n, overlap u f i j * (g * d / 2 * ((i : ℝ) - (j : ℝ)) ^ 2)
      ≤ ∑ i : Fin n, ∑ j : Fin n, (overlap u f i j * (w i * (E j - E i))
        - overlap u f i j * (p j - p i)) := by
    refine sum_le_sum fun i _ => sum_le_sum fun j _ => ?_
    rw [← mul_sub]
    exact mul_le_mul_of_nonneg_left (cost_bound hg hd hE hw i j i.2 j.2) (sq_nonneg _)
  simp only [sum_sub_distrib] at key
  rw [hz, sub_zero, ← error_eq hu] at key
  refine le_trans (le_of_eq ?_) key
  simp only [mul_sum]
  exact sum_congr rfl fun i _ => sum_congr rfl fun j _ => by ring

/-- For an orthonormal eigenbasis with level gaps at least `g ≥ 0` and weight drops at least
`d ≥ 0`, the ensemble energy error is at least `(g d / 2) ∑ (1 - |⟨u_i, f_i⟩|²)`. -/
theorem error_controls_states (hu : ∀ j : Fin n, H (u j) = (E j : ℂ) • u j)
    (hg : 0 ≤ g) (hd : 0 ≤ d) (hE : ∀ k, k + 1 < n → g ≤ E (k + 1) - E k)
    (hw : ∀ k, k + 1 < n → d ≤ w k - w (k + 1)) (f : OrthonormalBasis (Fin n) ℂ V) :
    g * d / 2 * ∑ i, (1 - ‖inner ℂ (u i) (f i)‖ ^ 2) ≤ ensembleError H E w f := by
  refine le_trans (mul_le_mul_of_nonneg_left (sum_le_sum fun i _ => ?_) (by positivity))
    (error_ge_spread hu hg hd hE hw f)
  change 1 - overlap u f i i ≤ _
  rw [← overlap_row u f i, sub_le_iff_le_add,
    ← add_sum_erase univ (fun j => overlap u f i j) (mem_univ i),
    ← add_sum_erase univ (fun j : Fin n => overlap u f i j * ((i : ℝ) - (j : ℝ)) ^ 2)
      (mem_univ i)]
  -- distinct levels are at least one index apart
  have h : ∑ j ∈ univ.erase i, overlap u f i j
      ≤ ∑ j ∈ univ.erase i, overlap u f i j * ((i : ℝ) - (j : ℝ)) ^ 2 := by
    refine sum_le_sum fun j hj => le_mul_of_one_le_right (sq_nonneg _) ?_
    have hne : (j : ℕ) ≠ i := fun h => (mem_erase.mp hj).1 (Fin.ext h)
    rcases Nat.lt_or_gt_of_ne hne with h | h
    · have h' : ((j : ℕ) : ℝ) + 1 ≤ ((i : ℕ) : ℝ) := by exact_mod_cast h
      nlinarith
    · have h' : ((i : ℕ) : ℝ) + 1 ≤ ((j : ℕ) : ℝ) := by exact_mod_cast h
      nlinarith
  simp only [sub_self]
  linarith

/-- For an orthonormal eigenbasis with level gaps at least `g ≥ 0` and weight drops at least
`d ≥ 0`, each single state obeys `g d (1 - |⟨u_k, f_k⟩|²) ≤` ensemble energy error. -/
theorem error_controls_each_state (hu : ∀ j : Fin n, H (u j) = (E j : ℂ) • u j)
    (hg : 0 ≤ g) (hd : 0 ≤ d) (hE : ∀ k, k + 1 < n → g ≤ E (k + 1) - E k)
    (hw : ∀ k, k + 1 < n → d ≤ w k - w (k + 1)) (f : OrthonormalBasis (Fin n) ℂ V)
    (k : Fin n) :
    g * d * (1 - ‖inner ℂ (u k) (f k)‖ ^ 2) ≤ ensembleError H E w f := by
  have hm := error_controls_states hu hg hd hE hw f
  change g * d / 2 * ∑ i, (1 - overlap u f i i) ≤ _ at hm
  change g * d * (1 - overlap u f k k) ≤ _
  -- what `f_k` loses from `u_k`, the other trial states must supply
  have h1 : ∑ i ∈ univ.erase k, overlap u f i k ≤ ∑ i ∈ univ.erase k, (1 - overlap u f i i) := by
    refine sum_le_sum fun i hi => ?_
    have hr := add_sum_erase univ (fun j => overlap u f i j) (mem_univ i)
    have hs := single_le_sum (f := fun j => overlap u f i j) (s := univ.erase i)
      (fun j _ => sq_nonneg _) (mem_erase.mpr ⟨(mem_erase.mp hi).1.symm, mem_univ k⟩)
    simp only [overlap_row] at hr hs
    linarith
  have h2 := add_sum_erase univ (fun i => overlap u f i k) (mem_univ k)
  have h3 := add_sum_erase univ (fun i => 1 - overlap u f i i) (mem_univ k)
  simp only [overlap_col] at h2 h3
  have h4 : 2 * (1 - overlap u f k k) ≤ ∑ i, (1 - overlap u f i i) := by linarith
  have h5 := mul_le_mul_of_nonneg_left h4 (show 0 ≤ g * d / 2 by positivity)
  linarith

/-- For an orthonormal eigenbasis `u_j` of `H` with real levels, if the level gaps are at least
`g > 0` and the weight drops at least `d > 0`, then along any sequence of trial bases whose ensemble
energy error tends to zero, every `|⟨u_k, f_k⟩|²` tends to one. -/
theorem states_converge (hu : ∀ j : Fin n, H (u j) = (E j : ℂ) • u j)
    (hg : 0 < g) (hd : 0 < d) (hE : ∀ k, k + 1 < n → g ≤ E (k + 1) - E k)
    (hw : ∀ k, k + 1 < n → d ≤ w k - w (k + 1)) (F : ℕ → OrthonormalBasis (Fin n) ℂ V)
    (hF : Tendsto (fun m => ensembleError H E w (F m)) atTop (𝓝 0)) (k : Fin n) :
    Tendsto (fun m => ‖inner ℂ (u k) (F m k)‖ ^ 2) atTop (𝓝 1) := by
  have hl : Tendsto (fun m => 1 - ensembleError H E w (F m) / (g * d)) atTop (𝓝 1) := by
    simpa using (hF.div_const (g * d)).const_sub 1
  refine tendsto_of_tendsto_of_tendsto_of_le_of_le hl tendsto_const_nhds
    (fun m => ?_) (fun m => ?_)
  · have h := error_controls_each_state hu hg.le hd.le hE hw (F m) k
    have h' : 1 - ‖inner ℂ (u k) (F m k)‖ ^ 2 ≤ ensembleError H E w (F m) / (g * d) := by
      rw [le_div_iff₀ (mul_pos hg hd)]
      linarith
    change 1 - ensembleError H E w (F m) / (g * d) ≤ ‖inner ℂ (u k) (F m k)‖ ^ 2
    linarith
  · have h := single_le_sum (f := fun j => overlap u (F m) k j) (s := univ)
      (fun j _ => sq_nonneg _) (mem_univ k)
    simp only [overlap_row] at h
    exact h

/-- If `H` has an orthonormal eigenbasis of two states `v_0`, `v_1` with real levels, the ensemble
energy error equals half the product of weight difference and level gap times
`∑ (1 - |⟨v_i, f_i⟩|²)`, for every trial basis. -/
theorem two_level_equality {v : OrthonormalBasis (Fin 2) ℂ V}
    (hv : ∀ j : Fin 2, H (v j) = (E j : ℂ) • v j) (f : OrthonormalBasis (Fin 2) ℂ V) :
    ensembleError H E w f
      = (E 1 - E 0) * (w 0 - w 1) / 2 * ∑ i, (1 - ‖inner ℂ (v i) (f i)‖ ^ 2) := by
  change _ = _ * ∑ i, (1 - overlap v f i i)
  have r0 := overlap_row v f 0
  have c0 := overlap_col v f 0
  have c1 := overlap_col v f 1
  have z0 : ((0 : Fin 2) : ℕ) = 0 := rfl
  have z1 : ((1 : Fin 2) : ℕ) = 1 := rfl
  rw [error_eq hv]
  simp only [Fin.sum_univ_two, z0, z1] at r0 c0 c1 ⊢
  have e1 : overlap v f 0 1 = 1 - overlap v f 0 0 := by linarith
  have e2 : overlap v f 1 0 = 1 - overlap v f 0 0 := by linarith
  have e3 : overlap v f 1 1 = overlap v f 0 0 := by linarith
  rw [e1, e2, e3]
  ring

end

end EnsembleStateControl
```

```lean
#print axioms EnsembleStateControl.error_controls_each_state
-- 'EnsembleStateControl.error_controls_each_state' depends on axioms: [propext, Classical.choice, Quot.sound]
#print axioms EnsembleStateControl.states_converge
-- 'EnsembleStateControl.states_converge' depends on axioms: [propext, Classical.choice, Quot.sound]
#print axioms EnsembleStateControl.two_level_equality
-- 'EnsembleStateControl.two_level_equality' depends on axioms: [propext, Classical.choice, Quot.sound]
```

## The inequality and its two constants

Let $H$ have orthonormal eigenvectors $u_0,\dots,u_{n-1}$ with real levels $E_j$, and let $f_0,\dots,f_{n-1}$ be any orthonormal basis of trial states with weights $w_i$. Suppose that $E_{k+1}-E_k\ge g\ge 0$ and $w_k-w_{k+1}\ge d\ge 0$ for all adjacent pairs. Then `error_controls_states` says

$$\mathcal E:=\sum_i w_i\big(\langle f_i,Hf_i\rangle-E_i\big)\;\ge\;\frac{gd}{2}\sum_i\big(1-|\langle u_i,f_i\rangle|^2\big).$$

In the Lean code $\mathcal E$ is `ensembleError H E w f`. The hypothesis `hu` is the eigenvalue equation, and `hE` and `hw` are the gap and weight conditions. Hermiticity is not assumed separately, since it follows from the real levels and the orthonormal eigenbasis; taking the real part `.re` therefore loses nothing. Levels and weights are sequences on ℕ, of which only the first $n$ entries matter. The weights need not be positive or sum to one.

`error_controls_each_state` gives $gd\,(1-|\langle u_k,f_k\rangle|^2)\le\mathcal E$ for each single $k$. If $g,d>0$ and $\mathcal E\to0$ along a sequence of trial bases, `states_converge` concludes that every $|\langle u_k,f_k\rangle|^2$ tends to one. This is convergence up to a phase, which the overlap does not see.

## What this means for an ensemble of states

For $g=d=0$ the inequality reduces to $\mathcal E\ge0$, the Gross–Oliveira–Kohn variational principle for a complete set of states in finite dimension. Positive $g$ and $d$ make it quantitative. No density functional enters.

A positive $g$ requires a spectrum without degeneracies, and a positive $d$ requires weights that distinguish every state from the next. In a finite-dimensional eigenvalue problem with all $n$ states in the ensemble, positive lower bounds on the gaps and on the weight differences thus turn an upper bound on the ensemble energy error into a bound on the error of each state. An ensemble that gives weight zero to two or more high states has $d=0$, and the inequality then says nothing about individual states.

Nonincreasing weights alone do not give convergence of the states. Take $n=2$, $E_0=0$, $E_1=1$, $w_0=w_1=\tfrac12$, and exchange the states: $f_0=u_1$, $f_1=u_0$. Then $\mathcal E=\tfrac12(1-0)+\tfrac12(0-1)=0$, although both overlaps $|\langle u_i,f_i\rangle|^2$ vanish.

## From overlaps to a sum over pairs of levels

Write $P_{ij}=|\langle u_j,f_i\rangle|^2$, which is `overlap u f i j`. Expanding $x=\sum_j\langle u_j,x\rangle u_j$ and applying $H$ gives

$$\langle x,Hx\rangle=\sum_j|\langle u_j,x\rangle|^2E_j,$$

which is `expectation_eq`. With $H$ replaced by the identity and $x=f_i$ this becomes $\sum_jP_{ij}=1$ (`overlap_row`). Exchanging the roles of the two bases gives $\sum_iP_{ij}=1$ (`overlap_col`). Hence, as `error_eq` states,

$$\mathcal E=\sum_{ij}P_{ij}\,w_i(E_j-E_i).$$

For positive weights the terms with $j<i$ are negative or zero, so the sum cannot be bounded term by term as it stands.

## A potential that makes every term nonnegative

Define `levelPotential` by

$$\psi_j=\sum_{k<j}\frac{w_k+w_{k+1}}2\,(E_{k+1}-E_k).$$

Subtracting $\psi_j-\psi_i$ from each cost changes nothing in total, because the row and column sums give

$$\sum_{ij}P_{ij}(\psi_j-\psi_i)=\sum_j\psi_j-\sum_i\psi_i=0.$$

What remains of each cost is $C_{ij}=w_i(E_j-E_i)-(\psi_j-\psi_i)$. For $j=i+m$ it is

$$C_{ij}=\sum_{l=0}^{m-1}\Big(w_i-\frac{w_{i+l}+w_{i+l+1}}2\Big)(E_{i+l+1}-E_{i+l}).$$

By `weight_drop`, weights $l$ levels apart differ by at least $ld$, so the bracket is at least $\frac{l+(l+1)}2d=(l+\tfrac12)d$. Each gap is at least $g$, and therefore

$$C_{ij}\ge gd\sum_{l=0}^{m-1}\big(l+\tfrac12\big)=\frac{gd}2m^2.$$

For $i=j+m$ the same cost reads

$$C_{ij}=\sum_{k=j}^{i-1}\Big(\frac{w_k+w_{k+1}}2-w_i\Big)(E_{k+1}-E_k).$$

With $k=i-1-l$ the bracket is again at least $(l+\tfrac12)d$, and the result is the same.

In `cost_bound` these two cases are the inductions `up` and `down` on $m$. The first adds a level at the top, the second at the bottom. In each, `h1` is the estimate of the bracket, `mul_le_mul` multiplies it by the gap, and `nlinarith` adds the new term to the induction hypothesis.

Weighting by $P_{ij}\ge0$ and summing gives `error_ge_spread`:

$$\mathcal E\ge\frac{gd}2\sum_{ij}P_{ij}(i-j)^2.$$

For $n\le2$ this is the main inequality itself; for $n\ge3$ and $g,d>0$ it is stronger, since it charges more for weight on distant levels. Because $(i-j)^2\ge1$ for $j\ne i$, the inner sum is at least $\sum_{j\ne i}P_{ij}=1-P_{ii}$, which gives `error_controls_states`.

## Single states and the two-level case

What $f_k$ lacks of $u_k$ must be found in the other trial states:

$$1-P_{kk}=\sum_{i\ne k}P_{ik}\le\sum_{i\ne k}(1-P_{ii}).$$

Adding $1-P_{kk}$ to both sides gives $2(1-P_{kk})\le\sum_i(1-P_{ii})$, which removes the factor $\tfrac12$ for a single state. For $g,d>0$ it follows that $1-\mathcal E/(gd)\le P_{kk}\le1$, and `states_converge` squeezes $P_{kk}$ between these bounds.

For $n=2$ the row and column sums leave one free number $p=P_{00}=P_{11}$, with $P_{01}=P_{10}=1-p$. Then

$$\mathcal E=(w_0-w_1)(E_1-E_0)(1-p),\qquad \sum_i(1-P_{ii})=2(1-p).$$

This is `two_level_equality`: with $g$ and $d$ equal to the actual gap and weight difference, the main inequality becomes an equality, so its factor $\tfrac12$ cannot be replaced by a larger one valid for all $n$.
